# Spin-0 and Dirac recoil factors for elastic one-photon exchange with an electron at rest

A fast muon or pion crossing matter knocks electrons out of atoms. When the transfer is large compared with the binding energy, the electron can be treated as free and at rest. How does the probability of a recoil kinetic energy $T$ depend on the projectile's spin, and how large can $T$ be?

Let the projectile have mass $M\ge 0$, total energy $E>M$ and four-momenta $P$ before and $P'$ after the collision. The electron has mass $m>0$, and $c=\hbar=1$. With $\beta$ the incoming speed, the largest transfer is
$$T_{\max}=\frac{2m(E^2-M^2)}{D},\qquad D=M^2+2mE+m^2 .$$
The spin-averaged electron tensor, contracted with the projectile's tensor, gives $16m^2E^2F$, where
$$F_0=1-\beta^2\frac{T}{T_{\max}}+\frac{mT}{2E^2},\qquad F_{1/2}=1-\beta^2\frac{T}{T_{\max}}+\frac{T^2}{2E^2}$$
for a spinless and a Dirac projectile respectively.

## Use in knock-on electron sampling

For one-photon exchange between distinguishable point charges, $d\sigma/dT\propto F/(\beta^2T^2)$. A generator of knock-on electrons can sample $1/T^2$ between a positive lower cut-off, well above the binding energy, and $T_{\max}$, and accept with a weight proportional to $F$. A spin-0 routine that uses only $1-\beta^2T/T_{\max}$ omits $mT/2E^2$. This term is smaller than $m/2E$, but it is not always negligible: at $T=T_{\max}$ the retained factor is only $M^2/E^2$, and for $M>0$ the omitted term is $mT_{\max}/2M^2$ times as large, so it dominates there once $T_{\max}>2M^2/m$.

## From Dirac traces to the recoil energy

Let $k=(m,\mathbf 0)$ and $k'$ be the electron momenta. The Clifford relation $\slashed a\slashed b+\slashed b\slashed a=2a\cdot b$ gives $\mathrm{Tr}\,\slashed a\slashed b=4a\cdot b$. Moving $\slashed a$ through three factors and using cyclicity gives
$$\mathrm{Tr}\,\slashed a\slashed b\slashed c\slashed d=4[(a\cdot b)(c\cdot d)-(a\cdot c)(b\cdot d)+(a\cdot d)(b\cdot c)].$$
Traces of three vanish, so
$$L^{\mu\nu}=\tfrac12\mathrm{Tr}[(\slashed k'+m)\gamma^\mu(\slashed k+m)\gamma^\nu]=2[k^\mu k'^\nu+k'^\mu k^\nu-g^{\mu\nu}(k\cdot k'-m^2)].$$

Contracting with $(P+P')_\mu(P+P')_\nu$ gives
$$4\,k\cdot(P+P')\,k'\cdot(P+P')-2(P+P')^2(k\cdot k'-m^2),$$
and contracting with the Dirac projectile's tensor gives
$$8[(k\cdot P)(k'\cdot P')+(k\cdot P')(k'\cdot P)-m^2P\cdot P'-M^2k\cdot k'+2m^2M^2].$$

Since $k$ is at rest, $k\cdot P=mE$, $k\cdot P'=m(E-T)$ and $k\cdot k'=m^2+mT$. Squaring $k+P=k'+P'$ gives $k'\cdot P'=k\cdot P$. Squaring $k-P'=k'-P$ gives $k'\cdot P=k\cdot P'$. Squaring $P-P'=k'-k$ gives $P\cdot P'=M^2+mT$. The contractions become
$$4m^2(2E-T)^2-2mT(4M^2+2mT)=16m^2E^2-8mTD+8m^3T,$$
$$8[m^2E^2+m^2(E-T)^2-m^3T-mM^2T]=16m^2E^2-8mTD+8m^2T^2.$$
Because $\beta^2=(E^2-M^2)/E^2$, we have $\beta^2/T_{\max}=D/(2mE^2)$, and both factors follow.

For the maximum, write $\mathbf p$ and $\mathbf k'$ for the spatial parts of $P$ and $k'$. The value of $k'\cdot P$ gives $\mathbf k'\cdot\mathbf p=T(E+m)$, and the electron's mass shell gives $|\mathbf k'|^2=T^2+2mT$. By Cauchy–Schwarz,
$$T^2(E+m)^2\le(E^2-M^2)(T^2+2mT).$$
For $T>0$, dividing by $T$ and collecting terms gives $TD\le2m(E^2-M^2)$.

The bound is reached by $\mathbf k'=\lambda\mathbf p$, $\mathbf P'=(1-\lambda)\mathbf p$ with $\lambda=2m(E+m)/D$. Then $\lambda|\mathbf p|^2=T_{\max}(E+m)$ and $\lambda(E+m)=T_{\max}+2m$, so $\lambda^2|\mathbf p|^2=T_{\max}^2+2mT_{\max}$, which is the electron's mass shell. For the projectile,
$$(E-T_{\max})^2-(1-\lambda)^2|\mathbf p|^2=M^2-2ET_{\max}+2T_{\max}(E+m)-2mT_{\max}=M^2.$$
Its final energy is positive, since $ED-2m(E^2-M^2)=E(M^2+m^2)+2mM^2>0$.

## The Lean source

```lean
import Mathlib

open Matrix

namespace ElectronRecoil

noncomputable section

/-- The Minkowski metric with signature (+,-,-,-). -/
def metric (μ ν : Fin 4) : ℝ := if μ = ν then (if μ = 0 then 1 else -1) else 0

/-- The Minkowski product of two four-vectors. -/
def mdot (a b : Fin 4 → ℝ) : ℝ := a 0 * b 0 - a 1 * b 1 - a 2 * b 2 - a 3 * b 3

/-- The slashed four-vector, `a` contracted with the Dirac matrices, in the chiral
representation. -/
def slash (a : Fin 4 → ℝ) : Matrix (Fin 4) (Fin 4) ℂ :=
  !![0, 0, a 0 - a 3, -(a 1 - Complex.I * a 2);
     0, 0, -(a 1 + Complex.I * a 2), a 0 + a 3;
     a 0 + a 3, a 1 - Complex.I * a 2, 0, 0;
     a 1 + Complex.I * a 2, a 0 - a 3, 0, 0]

/-- The Dirac matrix with upper index `μ`: the slash of the `μ`-th row of the metric. -/
def gamma (μ : Fin 4) : Matrix (Fin 4) (Fin 4) ℂ := slash (metric μ)

/-- The spin-averaged tensor of a Dirac particle of mass `m` going from momentum `k` to `k'`:
half the trace of (slash k' + m) γ^μ (slash k + m) γ^ν. -/
def diracTensor (m : ℝ) (k k' : Fin 4 → ℝ) (μ ν : Fin 4) : ℂ :=
  1 / 2 * trace ((slash k' + (m : ℂ) • 1) * gamma μ * (slash k + (m : ℂ) • 1) * gamma ν)

/-- The tensor (P+P')(P+P') of a spinless projectile. -/
def scalarTensor (P P' : Fin 4 → ℝ) (μ ν : Fin 4) : ℂ :=
  (((P μ + P' μ) * (P ν + P' ν) : ℝ) : ℂ)

/-- Full contraction of two tensors, with indices lowered by the metric. -/
def contract (A B : Fin 4 → Fin 4 → ℂ) : ℂ :=
  ∑ μ, ∑ ν, ((metric μ μ * metric ν ν : ℝ) : ℂ) * A μ ν * B μ ν

/-- The four-momentum of a particle of mass `m` at rest. -/
def atRest (m : ℝ) : Fin 4 → ℝ := ![m, 0, 0, 0]

/-- Elastic kinematics: a projectile of mass `M` and energy `E` goes from `P` to `P'`, and an
electron of mass `m`, initially at rest, leaves with momentum `k'` and energy `m + T`. -/
structure Elastic (m M E T : ℝ) (P P' k' : Fin 4 → ℝ) : Prop where
  energy : P 0 = E
  conserve : P + atRest m = P' + k'
  shell_in : mdot P P = M ^ 2
  shell_out : mdot P' P' = M ^ 2
  shell_e : mdot k' k' = m ^ 2
  transfer : k' 0 = m + T

/-- The squared speed |p|²/E² of a particle with four-momentum `P` of nonzero energy. -/
def betaSq (P : Fin 4 → ℝ) : ℝ := (P 1 ^ 2 + P 2 ^ 2 + P 3 ^ 2) / P 0 ^ 2

/-- The expression 2m(E² - M²)/(M² + 2mE + m²), for nonzero denominator. -/
def tmax (m M E : ℝ) : ℝ := 2 * m * (E ^ 2 - M ^ 2) / (M ^ 2 + 2 * m * E + m ^ 2)

/-- Slashed vectors anticommute to twice their Minkowski product. -/
theorem clifford (a b : Fin 4 → ℝ) :
    slash a * slash b + slash b * slash a = ((2 * mdot a b : ℝ) : ℂ) • 1 := by
  ext i j
  fin_cases i <;> fin_cases j <;>
    simp [slash, mdot] <;>
    first
      | ring1
      | linear_combination 2 * (a 2 : ℂ) * (b 2 : ℂ) * Complex.I_sq

/-- The trace of two slashed vectors is four times their Minkowski product. -/
theorem trace_two (a b : Fin 4 → ℝ) :
    trace (slash a * slash b) = ((4 * mdot a b : ℝ) : ℂ) := by
  have h := congrArg trace (clifford a b)
  rw [trace_add, trace_mul_comm (slash b) (slash a), trace_smul, trace_one] at h
  simp only [Fintype.card_fin, smul_eq_mul] at h
  push_cast at h ⊢
  linear_combination h / 2

/-- The trace of four slashed vectors in terms of their Minkowski products. -/
theorem trace_four (a b c d : Fin 4 → ℝ) :
    trace (slash a * slash b * slash c * slash d) =
      ((4 * (mdot a b * mdot c d - mdot a c * mdot b d + mdot a d * mdot b c) : ℝ) : ℂ) := by
  -- move `slash a` through the other three factors
  have e : slash a * slash b * slash c * slash d + slash b * slash c * slash d * slash a =
      ((2 * mdot a b : ℝ) : ℂ) • (slash c * slash d)
      - ((2 * mdot a c : ℝ) : ℂ) • (slash b * slash d)
      + ((2 * mdot a d : ℝ) : ℂ) • (slash b * slash c) := by
    calc _ = (slash a * slash b + slash b * slash a) * slash c * slash d
          - slash b * (slash a * slash c + slash c * slash a) * slash d
          + slash b * slash c * (slash a * slash d + slash d * slash a) := by noncomm_ring
      _ = _ := by
        rw [clifford, clifford, clifford]
        simp only [smul_mul_assoc, mul_smul_comm, one_mul, mul_one]
  -- the trace is cyclic
  have cyc : trace (slash b * slash c * slash d * slash a) =
      trace (slash a * slash b * slash c * slash d) := by
    rw [trace_mul_comm]
    simp only [mul_assoc]
  have h := congrArg trace e
  rw [trace_add, cyc, trace_add, trace_sub, trace_smul, trace_smul, trace_smul,
    trace_two, trace_two, trace_two] at h
  simp only [smul_eq_mul] at h
  push_cast at h ⊢
  linear_combination h / 2

/-- The spin-averaged Dirac tensor is 2(k^μ k'^ν + k'^μ k^ν - g^μν (k·k' - m²)). -/
theorem diracTensor_eq (m : ℝ) (k k' : Fin 4 → ℝ) (μ ν : Fin 4) :
    diracTensor m k k' μ ν =
      ((2 * (k μ * k' ν + k' μ * k ν - metric μ ν * (mdot k k' - m ^ 2)) : ℝ) : ℂ) := by
  have comm : ∀ a b, mdot a b = mdot b a := fun a b => by unfold mdot; ring
  have r : ∀ (p : Fin 4 → ℝ) (i : Fin 4), mdot p (metric i) = p i := by
    intro p i
    fin_cases i <;> simp [mdot, metric]
  -- traces of three Dirac matrices vanish
  have t3 : ∀ a b c, trace (slash a * slash b * slash c) = 0 := by
    intro a b c
    simp [slash, Matrix.trace, Fin.sum_univ_four]
  have e : (slash k' + (m : ℂ) • 1) * gamma μ * (slash k + (m : ℂ) • 1) * gamma ν =
      slash k' * gamma μ * slash k * gamma ν + (m : ℂ) • (slash k' * gamma μ * gamma ν)
      + (m : ℂ) • (gamma μ * slash k * gamma ν) + ((m : ℂ) * m) • (gamma μ * gamma ν) := by
    simp only [add_mul, mul_add, smul_mul_assoc, mul_smul_comm, one_mul, mul_one]
    module
  rw [diracTensor, e]
  simp only [gamma, trace_add, trace_smul, t3, trace_four, trace_two, smul_eq_mul]
  rw [comm (metric μ) k, comm k' k]
  simp only [r]
  push_cast
  ring

/-- The Dirac tensor contracted with (P+P')(P+P'), in terms of Minkowski products. -/
theorem contract_scalar (m : ℝ) (k k' P P' : Fin 4 → ℝ) :
    contract (diracTensor m k k') (scalarTensor P P') =
      ((2 * (2 * (mdot k P + mdot k P') * (mdot k' P + mdot k' P')
        - (mdot P P + 2 * mdot P P' + mdot P' P') * (mdot k k' - m ^ 2)) : ℝ) : ℂ) := by
  simp [contract, diracTensor_eq, scalarTensor, Fin.sum_univ_four, metric, mdot]
  ring

/-- The contraction of two Dirac tensors, in terms of Minkowski products. -/
theorem contract_dirac (m M : ℝ) (k k' P P' : Fin 4 → ℝ) :
    contract (diracTensor m k k') (diracTensor M P P') =
      ((8 * (mdot k P * mdot k' P' + mdot k P' * mdot k' P - m ^ 2 * mdot P P'
        - M ^ 2 * mdot k k' + 2 * m ^ 2 * M ^ 2) : ℝ) : ℂ) := by
  simp [contract, diracTensor_eq, Fin.sum_univ_four, metric, mdot]
  ring

/-- In elastic scattering off an electron at rest, the products of distinct momenta are fixed
by the masses, the projectile energy and the energy transfer. -/
theorem Elastic.invariants {m M E T : ℝ} {P P' k' : Fin 4 → ℝ} (h : Elastic m M E T P P' k') :
    mdot (atRest m) P = m * E ∧ mdot (atRest m) P' = m * (E - T) ∧
    mdot k' P = m * (E - T) ∧ mdot k' P' = m * E ∧
    mdot (atRest m) k' = m ^ 2 + m * T ∧ mdot P P' = M ^ 2 + m * T := by
  have a0 : P 0 + m = P' 0 + k' 0 := congrFun h.conserve 0
  have a1 : P 1 + 0 = P' 1 + k' 1 := congrFun h.conserve 1
  have a2 : P 2 + 0 = P' 2 + k' 2 := congrFun h.conserve 2
  have a3 : P 3 + 0 = P' 3 + k' 3 := congrFun h.conserve 3
  have e0 : P' 0 = E - T := by linarith [h.energy, h.transfer]
  have e1 : P' 1 = P 1 - k' 1 := by linarith
  have e2 : P' 2 = P 2 - k' 2 := by linarith
  have e3 : P' 3 = P 3 - k' 3 := by linarith
  have r0 : atRest m 0 = m := rfl
  have r1 : atRest m 1 = 0 := rfl
  have r2 : atRest m 2 = 0 := rfl
  have r3 : atRest m 3 = 0 := rfl
  have s1 := h.shell_in
  have s2 := h.shell_out
  have s3 := h.shell_e
  simp only [mdot, e0, e1, e2, e3, h.energy, h.transfer] at s1 s2 s3
  simp only [mdot, e0, e1, e2, e3, r0, r1, r2, r3, h.energy, h.transfer]
  refine ⟨by ring, by ring, ?_, ?_, by ring, ?_⟩
  · linear_combination (s1 + s3 - s2) / 2
  · linear_combination (s1 - s3 - s2) / 2
  · linear_combination (s1 - s3 + s2) / 2

/-- For m > 0 and E > M ≥ 0, `tmax` is the greatest energy that a projectile of given momentum
can transfer elastically to an electron at rest, both final energies being positive. -/
theorem tmax_isGreatest {m M E : ℝ} (hm : 0 < m) (hM : 0 ≤ M) (hE : M < E)
    {P : Fin 4 → ℝ} (hP0 : P 0 = E) (hP : mdot P P = M ^ 2) :
    IsGreatest {T | ∃ P' k', Elastic m M E T P P' k' ∧ 0 < P' 0 ∧ 0 < k' 0} (tmax m M E) := by
  have hE0 : 0 < E := lt_of_le_of_lt hM hE
  have hs : 0 < E ^ 2 - M ^ 2 := by nlinarith
  have hD : 0 < M ^ 2 + 2 * m * E + m ^ 2 := by positivity
  have ht : 0 < tmax m M E := div_pos (by positivity) hD
  have hp := hP
  simp only [mdot, hP0] at hp
  constructor
  · -- the electron leaves along the beam, with momentum `c` times that of the projectile
    obtain ⟨c, hc⟩ : ∃ c, c = 2 * m * (E + m) / (M ^ 2 + 2 * m * E + m ^ 2) := ⟨_, rfl⟩
    have h1 : c * (E ^ 2 - M ^ 2) = tmax m M E * (E + m) := by
      rw [hc, tmax]
      ring
    have h3 : tmax m M E + 2 * m = c * (E + m) := by
      rw [hc, tmax]
      field_simp
      ring
    have h2 : tmax m M E ^ 2 + 2 * m * tmax m M E = c ^ 2 * (E ^ 2 - M ^ 2) := by
      linear_combination tmax m M E * h3 - c * h1
    have hlt : tmax m M E < E := by
      rw [tmax, div_lt_iff₀ hD]
      nlinarith [mul_pos hE0 (pow_pos hm 2), mul_nonneg hE0.le (sq_nonneg M),
        mul_nonneg hm.le (sq_nonneg M)]
    refine ⟨![E - tmax m M E, (1 - c) * P 1, (1 - c) * P 2, (1 - c) * P 3],
      ![m + tmax m M E, c * P 1, c * P 2, c * P 3],
      ⟨hP0, ?_, hP, ?_, ?_, rfl⟩, sub_pos.2 hlt, add_pos hm ht⟩
    · funext i
      fin_cases i <;> simp [atRest, hP0] <;> ring
    · show (E - tmax m M E) * (E - tmax m M E) - (1 - c) * P 1 * ((1 - c) * P 1)
        - (1 - c) * P 2 * ((1 - c) * P 2) - (1 - c) * P 3 * ((1 - c) * P 3) = M ^ 2
      linear_combination (1 - c) ^ 2 * hp + 2 * h1 + h2
    · show (m + tmax m M E) * (m + tmax m M E) - c * P 1 * (c * P 1)
        - c * P 2 * (c * P 2) - c * P 3 * (c * P 3) = m ^ 2
      linear_combination c ^ 2 * hp + h2
  · rintro T ⟨P', k', h, -, -⟩
    obtain ⟨-, -, i3, -, -, -⟩ := h.invariants
    have s3 := h.shell_e
    simp only [mdot, hP0, h.transfer] at i3 s3
    have hS : k' 1 * P 1 + k' 2 * P 2 + k' 3 * P 3 = T * (E + m) := by linarith
    have hQ : k' 1 ^ 2 + k' 2 ^ 2 + k' 3 ^ 2 = T ^ 2 + 2 * m * T := by linarith
    have hp2 : P 1 ^ 2 + P 2 ^ 2 + P 3 ^ 2 = E ^ 2 - M ^ 2 := by linarith
    -- Cauchy-Schwarz for the recoil and beam momenta
    have cs : (k' 1 * P 1 + k' 2 * P 2 + k' 3 * P 3) ^ 2 ≤
        (P 1 ^ 2 + P 2 ^ 2 + P 3 ^ 2) * (k' 1 ^ 2 + k' 2 ^ 2 + k' 3 ^ 2) := by
      nlinarith [sq_nonneg (k' 1 * P 2 - k' 2 * P 1), sq_nonneg (k' 1 * P 3 - k' 3 * P 1),
        sq_nonneg (k' 2 * P 3 - k' 3 * P 2)]
    rw [hS, hQ, hp2] at cs
    rcases le_or_gt T 0 with hT | hT
    · exact hT.trans ht.le
    · rw [tmax, le_div_iff₀ hD]
      refine le_of_mul_le_mul_left ?_ hT
      nlinarith [cs]

/-- In elastic scattering off an electron at rest, with recoil kinetic energy T, m > 0 and E > M ≥
0, the spin-averaged electron tensor contracted with (P+P')(P+P') is 16m²E²(1 - β²T/Tmax + mT/2E²);
contracted with the spin-averaged tensor of a Dirac projectile it is 16m²E²(1 - β²T/Tmax + T²/2E²).
-/
theorem recoil_contractions {m M E T : ℝ} {P P' k' : Fin 4 → ℝ}
    (hm : 0 < m) (hM : 0 ≤ M) (hE : M < E) (h : Elastic m M E T P P' k') :
    contract (diracTensor m (atRest m) k') (scalarTensor P P') =
      ((16 * m ^ 2 * E ^ 2 *
        (1 - betaSq P * T / tmax m M E + m * T / (2 * E ^ 2)) : ℝ) : ℂ) ∧
    contract (diracTensor m (atRest m) k') (diracTensor M P P') =
      ((16 * m ^ 2 * E ^ 2 *
        (1 - betaSq P * T / tmax m M E + T ^ 2 / (2 * E ^ 2)) : ℝ) : ℂ) := by
  have hE0 : 0 < E := lt_of_le_of_lt hM hE
  have hs : E ^ 2 - M ^ 2 ≠ 0 := by nlinarith
  have hD : M ^ 2 + 2 * m * E + m ^ 2 ≠ 0 := by positivity
  have hp := h.shell_in
  simp only [mdot, h.energy] at hp
  have hp2 : P 1 ^ 2 + P 2 ^ 2 + P 3 ^ 2 = E ^ 2 - M ^ 2 := by linarith
  -- the beam momentum cancels between β² and Tmax
  have key : ∀ s D : ℝ, s ≠ 0 → D ≠ 0 →
      s / E ^ 2 * T / (2 * m * s / D) = T * D / (2 * m * E ^ 2) := by
    intro s D h1 h2
    field_simp
  have hb : betaSq P * T / tmax m M E =
      T * (M ^ 2 + 2 * m * E + m ^ 2) / (2 * m * E ^ 2) := by
    rw [betaSq, tmax, hp2, h.energy]
    exact key _ _ hs hD
  obtain ⟨i1, i2, i3, i4, i5, i6⟩ := h.invariants
  constructor
  · rw [contract_scalar, i1, i2, i3, i4, i5, i6, h.shell_in, h.shell_out, hb,
      Complex.ofReal_inj]
    field_simp
    ring
  · rw [contract_dirac, i1, i2, i3, i4, i5, i6, hb, Complex.ofReal_inj]
    field_simp
    ring

end

end ElectronRecoil
```

```lean
#print axioms ElectronRecoil.tmax_isGreatest
#print axioms ElectronRecoil.recoil_contractions
```

```
'ElectronRecoil.tmax_isGreatest' depends on axioms: [propext, Classical.choice, Quot.sound]
'ElectronRecoil.recoil_contractions' depends on axioms: [propext, Classical.choice, Quot.sound]
```

## Physical content of the definitions and theorems

Four-vectors are functions `Fin 4 → ℝ` with upper components, and the metric is $(+,-,-,-)$. `slash` is an explicit chiral matrix, and `gamma μ` is the slash of a metric row. `diracTensor` is half the actual trace: a sum over final spins and an average over two initial ones. `scalarTensor` is $(P+P')^\mu(P+P')^\nu$, and `contract` lowers both indices.

`Elastic` collects conservation, the three mass-shell conditions still needed, the incoming energy and the recoil energy $m+T$. It does not impose positive final energies; `tmax_isGreatest` adds them. That theorem says that, for every incoming on-shell $P$, `tmax` is an attained maximum. `recoil_contractions` states the two formulas for every `Elastic` configuration with $m>0$ and $E>M\ge0$.

The step from these contractions to a cross section is physical input: one-photon exchange, the spin sums behind the trace, flux and phase space. Form factors, anomalous magnetic moments, atomic binding and radiative corrections are absent. An electron or positron projectile needs further diagrams, even though the algebra allows $M=m$.

## How the lemmas divide the work

`clifford` compares all sixteen matrix entries. `trace_two` and `trace_four` take traces of anticommutation identities and use cyclicity. In `diracTensor_eq`, the local fact `t3` handles three-matrix traces by the block structure. `contract_scalar` and `contract_dirac` expand the index sums.

`Elastic.invariants` eliminates $P'$ by conservation; its `linear_combination` steps add and subtract mass-shell equations, as the squarings do above. In `tmax_isGreatest`, the first half builds the collinear final state, where Lean's `c` is $\lambda$, not the speed of light. The second half obtains Cauchy–Schwarz from squares of cross-product components and treats $T\le0$ separately.

In `recoil_contractions`, `key` cancels $|\mathbf p|^2$ between $\beta^2$ and $T_{\max}$. The invariants are then substituted, and `field_simp` and `ring` finish the algebra.
